# In atomic units, each energy level of one electron on a finite Dirichlet grid with nearest-neighbour kinetic energy lies between V(x) and V(x) + 2d/h² for some site x

The theorem `eigenvalue_in_shifted_band` concerns a single particle on a finite region `Λ` of a `d`-dimensional grid with spacing `h > 0`, its wave function being continued by zero outside the region. The Hamiltonian is a real potential `V` plus minus one half of the nearest-neighbour discrete Laplacian. If a real number `E` is an eigenvalue, the theorem says, then some site `x` satisfies `V x ≤ E` and `E ≤ V x + 2 * d / h ^ 2`. The proof takes an eigenvector, which need not be normalised, and reads the eigenvalue equation at a site where its modulus is largest. There the triangle inequality bounds the sum over neighbours, and the two bounds on `E` follow.

In Lean, a first try:

```lean
import Mathlib

open Finset

namespace EigenvalueInShiftedBand

noncomputable section

variable {d : ℕ} {Λ : Finset (Fin d → ℤ)}

/-- Dirichlet condition: a wave function on the region `Λ` is continued by zero to the
whole lattice. -/
def zeroExt : (Λ → ℂ) →ₗ[ℂ] ((Fin d → ℤ) → ℂ) where
  toFun ψ x := if hx : x ∈ Λ then ψ ⟨x, hx⟩ else 0
  map_add' ψ φ := by
    funext x
    by_cases hx : x ∈ Λ <;> simp [hx]
  map_smul' c ψ := by
    funext x
    by_cases hx : x ∈ Λ <;> simp [hx]

/-- The nearest-neighbour kinetic operator for grid spacing `h ≠ 0`: minus one half of the
central second difference, summed over the `d` directions. -/
def kinetic (h : ℝ) : (Λ → ℂ) →ₗ[ℂ] (Λ → ℂ) where
  toFun ψ x := ∑ i, (2 * ψ x - zeroExt ψ (x.1 + Pi.single i 1)
    - zeroExt ψ (x.1 - Pi.single i 1)) / (2 * (h : ℂ) ^ 2)
  map_add' ψ φ := by
    funext x
    simp only [map_add, Pi.add_apply, ← Finset.sum_add_distrib]
    exact Finset.sum_congr rfl fun i _ => by ring
  map_smul' c ψ := by
    funext x
    simp only [map_smul, Pi.smul_apply, smul_eq_mul, RingHom.id_apply, Finset.mul_sum]
    exact Finset.sum_congr rfl fun i _ => by ring

/-- Multiplication of a wave function by a function of position. -/
def multiply (f : Λ → ℂ) : (Λ → ℂ) →ₗ[ℂ] (Λ → ℂ) where
  toFun ψ x := f x * ψ x
  map_add' ψ φ := by
    funext x
    simp only [Pi.add_apply]
    ring
  map_smul' c ψ := by
    funext x
    simp only [Pi.smul_apply, smul_eq_mul, RingHom.id_apply]
    ring

/-- The grid Hamiltonian `T + V` for spacing `h ≠ 0` and a real potential `V`. -/
def hamiltonian (h : ℝ) (V : Λ → ℝ) : Module.End ℂ (Λ → ℂ) :=
  kinetic h + multiply fun x => (V x : ℂ)

/-- For `h > 0`, every real eigenvalue `E` of `T + V` lies in the interval from `0` to
`2 d / h²` shifted by the value of the potential at some site. -/
theorem eigenvalue_in_shifted_band {h E : ℝ} (hh : 0 < h) (V : Λ → ℝ)
    (hev : (hamiltonian h V).HasEigenvalue (E : ℂ)) :
    ∃ x : Λ, V x ≤ E ∧ E ≤ V x + 2 * d / h ^ 2 := by
  obtain ⟨ψ, hψ, hne⟩ := hev.exists_hasEigenvector
  obtain ⟨a, ha⟩ := Function.ne_iff.1 hne
  haveI : Nonempty Λ := ⟨a⟩
  -- look at the site where the wave function is largest
  obtain ⟨x, hx⟩ := Finite.exists_max fun y => ‖ψ y‖
  have hM : 0 < ‖ψ x‖ := (norm_pos_iff.2 ha).trans_le (hx a)
  have hb : ∀ y, ‖zeroExt ψ y‖ ≤ ‖ψ x‖ := by
    intro y
    by_cases hy : y ∈ Λ
    · simpa [zeroExt, hy] using hx ⟨y, hy⟩
    · simp [zeroExt, hy]
  have hp : 0 < h ^ 2 := by positivity
  have hc : 2 * (h : ℂ) ^ 2 ≠ 0 :=
    mul_ne_zero two_ne_zero (pow_ne_zero 2 (Complex.ofReal_ne_zero.2 hh.ne'))
  have e : (∑ i, (2 * ψ x - zeroExt ψ (x.1 + Pi.single i 1)
      - zeroExt ψ (x.1 - Pi.single i 1)) / (2 * (h : ℂ) ^ 2)) + (V x : ℂ) * ψ x
      = (E : ℂ) * ψ x := congrFun (Module.End.mem_eigenspace_iff.1 hψ) x
  rw [← Finset.sum_div] at e
  have e2 := (div_eq_iff hc).1 (eq_sub_of_add_eq e)
  simp only [Finset.sum_sub_distrib, Finset.sum_const, Finset.card_univ, Fintype.card_fin,
    nsmul_eq_mul] at e2
  have hs : ∑ i, (zeroExt ψ (x.1 + Pi.single i 1) + zeroExt ψ (x.1 - Pi.single i 1))
      = ((2 * (d - h ^ 2 * (E - V x)) : ℝ) : ℂ) * ψ x := by
    rw [Finset.sum_add_distrib]
    push_cast
    linear_combination -e2
  have hn := norm_sum_le_of_le Finset.univ fun (i : Fin d) _ =>
    (norm_add_le (zeroExt ψ (x.1 + Pi.single i 1)) (zeroExt ψ (x.1 - Pi.single i 1))).trans
      (add_le_add (hb _) (hb _))
  rw [hs, norm_mul, Complex.norm_real, Real.norm_eq_abs, Finset.sum_const, Finset.card_univ,
    Fintype.card_fin, nsmul_eq_mul] at hn
  have habs : |2 * (d - h ^ 2 * (E - V x))| ≤ 2 * d :=
    le_of_mul_le_mul_right (by linarith) hM
  obtain ⟨hl, hu⟩ := abs_le.1 habs
  refine ⟨x, ?_, ?_⟩
  · have h0 : 0 ≤ h ^ 2 * (E - V x) := by linarith
    linarith [nonneg_of_mul_nonneg_right h0 hp]
  · have h2 : E - V x ≤ 2 * d / h ^ 2 := by
      rw [le_div_iff₀ hp]
      linarith
    linarith

end

end EigenvalueInShiftedBand
```

Lean reports:

```
Main.lean:59:2: warning: Try this: 
  haveI̵

The goal is a proposition, so `have` is preferred over `haveI`.
The difference between `have` and `haveI` is that `haveI` inlines the value.
But this is not relevant for proofs because of proof irrelevance.

Note: This linter can be disabled with `set_option linter.style.haveILetI false`
Main.lean:88:14: error(lean.synthInstanceFailed): failed to synthesize instance of type class
  AddGroup ℕ

Hint: Type class instance resolution failures can be inspected with the `set_option trace.Meta.synthInstance true` command.
Main.lean:88:15: error(lean.synthInstanceFailed): failed to synthesize instance of type class
  HMul ℝ ℝ ℕ

Hint: Type class instance resolution failures can be inspected with the `set_option trace.Meta.synthInstance true` command.
Main.lean:89:31: error: linarith failed to find a contradiction
d : ℕ
Λ : Finset (Fin d → ℤ)
h E : ℝ
hh : 0 < h
V : ↥Λ → ℝ
hev : (hamiltonian h V).HasEigenvalue ↑E
ψ : ↥Λ → ℂ
hψ : ψ ∈ ((hamiltonian h V).genEigenspace ↑E) 1
hne : ψ ≠ 0
a : ↥Λ
ha : ψ a ≠ 0 a
this : Nonempty ↥Λ
x : ↥Λ
hx : ∀ (x_1 : ↥Λ), ‖ψ x_1‖ ≤ ‖ψ x‖
hM : 0 < ‖ψ x‖
hb : ∀ (y : Fin d → ℤ), ‖zeroExt ψ y‖ ≤ ‖ψ x‖
hp : 0 < h ^ 2
hc : 2 * ↑h ^ 2 ≠ 0
e :
  (∑ i, (2 * ψ x - zeroExt ψ (↑x + Pi.single i 1) - zeroExt ψ (↑x - Pi.single i 1))) / (2 * ↑h ^ 2) + ↑(V x) * ψ x =
    ↑E * ψ x
e2 :
  ↑d * (2 * ψ x) - ∑ x_1, zeroExt ψ (↑x + Pi.single x_1 1) - ∑ x_1, zeroExt ψ (↑x - Pi.single x_1 1) =
    (↑E * ψ x - ↑(V x) * ψ x) * (2 * ↑h ^ 2)
hs : ∑ i, (zeroExt ψ (↑x + Pi.single i 1) + zeroExt ψ (↑x - Pi.single i 1)) = ↑(2 * (↑d - h ^ 2 * (E - V x))) * ψ x
hn : |2 * (↑d - h ^ 2 * (E - V x))| * ‖ψ x‖ ≤ ↑d * (‖ψ x‖ + ‖ψ x‖)
a✝ : 2 * d * ?m.702 < |2 * (↑d - h ^ 2 * (E - V x))| * ?m.702
⊢ False
failed
```

Cause. All three errors come from the statement of `habs`. Its right side, `2 * d`, was read in `ℕ`, since `d` is a natural number, and the absolute value on the left was given the same type. The expression inside the bars is real, however. Lean therefore looked for a product of two reals with value in `ℕ` (`HMul ℝ ℝ ℕ`) and for the group structure on `ℕ` that the absolute value needs (`AddGroup ℕ`), and found neither.

The `linarith` error is a consequence. With the inequality in `ℕ`, the real statement `hM` could not supply the factor to cancel, which is still the unknown `?m.702` in the printed goal.

Writing `(d : ℝ)` on the right makes the comparison real. The factor is then `‖ψ x‖`, and `linarith` gets the goal from `hn`. The cast inside the bars only spells out one that Lean had already inserted, shown as `↑d` in the message.

Replacing `haveI` by `have` is mere tidying, which answers the linter's warning.

Fix (accepted with no message):

```diff
@@ -57,5 +57,5 @@
   obtain ⟨ψ, hψ, hne⟩ := hev.exists_hasEigenvector
   obtain ⟨a, ha⟩ := Function.ne_iff.1 hne
-  haveI : Nonempty Λ := ⟨a⟩
+  have : Nonempty Λ := ⟨a⟩
   -- look at the site where the wave function is largest
   obtain ⟨x, hx⟩ := Finite.exists_max fun y => ‖ψ y‖
@@ -86,5 +86,5 @@
   rw [hs, norm_mul, Complex.norm_real, Real.norm_eq_abs, Finset.sum_const, Finset.card_univ,
     Fintype.card_fin, nsmul_eq_mul] at hn
-  have habs : |2 * (d - h ^ 2 * (E - V x))| ≤ 2 * d :=
+  have habs : |2 * ((d : ℝ) - h ^ 2 * (E - V x))| ≤ 2 * (d : ℝ) :=
     le_of_mul_le_mul_right (by linarith) hM
   obtain ⟨hl, hu⟩ := abs_le.1 habs
```
